# In a finite basis, the Hylleraas functional of a non-degenerate state with levels below and above it has a saddle point and no lower bound

## Physical setting

Let $\psi_0$ be a non-degenerate eigenstate of a Hamiltonian $H_0$ with energy $E_0$, and let $V$ be a perturbation. The first-order correction to $\psi_0$ makes the Hylleraas functional $J$ stationary. Here the correction is expanded in a finite real orthonormal basis of states $|k\rangle$ from which the reference state $\psi_0$ has been removed. A trial correction is then a coefficient vector $x\in\mathbb{R}^n$, and $H_0-E_0$ is a real matrix $A$. The removal matters because $H_0-E_0$ annihilates the reference state $\psi_0$ and would otherwise be singular. The vector $b$ has components $b_k=\langle k|V|\psi_0\rangle$, and the functional is

$$J(x)=\langle x,Ax\rangle+2\langle x,b\rangle .$$

The Hylleraas principle also identifies the stationary value of $J$ with the second-order energy $E^{(2)}$ and, for a ground state, bounds that energy from above; here only the shape of $J$ is treated, and $E^{(2)}$ does not appear. Let the basis states be eigenstates of $H_0$ with energies $E_k$, called levels. In this finite real model, minimising $J$ yields the first-order amplitudes when all denominators $E_k-E_0$ are positive. When the basis contains a level below $E_0$, $J$ has no local minimum and no lower bound, so the amplitudes are not characterised as a minimiser; if no level equals $E_0$, the linear equation for the amplitudes still has its unique solution.

## Statement

Two levels (`two_level_counterexample`): for $A=\mathrm{diag}(1,-1)$ and every $b\in\mathbb{R}^2$, a vector $x$ is stationary if and only if $x=(-b_0,\,b_1)$. This point is neither a local minimum nor a local maximum, and $J$ is unbounded below.

Many levels (`excited_state_saddle`): let $A=\mathrm{diag}(E_k-E_0)$ with no $E_k$ equal to $E_0$, some level below $E_0$ and some level above. Then $x$ is stationary if and only if $x_k=-b_k/(E_k-E_0)$ for all $k$. No point at all is a local minimum or a local maximum, and $J$ is unbounded below.

General matrix (`saddle_of_indefinite`): if $A$ is symmetric and invertible, with $\langle u,Au\rangle<0$ and $\langle v,Av\rangle>0$ for some $u,v$, then $J$ has exactly one stationary point, no local extremum and no lower bound.

Contrast (`global_min_of_posSemidef`): if $A$ is symmetric and $\langle h,Ah\rangle\ge 0$ for all $h$, every stationary point is a global minimum.

## Derivation

1. Bilinearity gives the exact expansion along a line,
$$J(x+th)=J(x)+t\,\big[\langle h,Ax\rangle+\langle x,Ah\rangle+2\langle h,b\rangle\big]+t^2\langle h,Ah\rangle .$$

2. For symmetric $A$, $\langle x,Ah\rangle=\langle h,Ax\rangle$, so the slope at $t=0$ is $2\langle h,r\rangle$ with the residual $r=Ax+b$. If $r=0$ every slope vanishes. If every slope vanishes, the choice $h=r$ gives $\langle r,r\rangle=0$, hence $r=0$. For invertible $A$ the equation $Ax+b=0$ has the single solution $x=-A^{-1}b$.

3. Adding the expansions at $t$ and $-t$ cancels the linear term:
$$J(x+th)+J(x-th)-2J(x)=2t^2\langle h,Ah\rangle .$$
At a local minimum the left side is non-negative for small $t\neq0$, so $\langle h,Ah\rangle\ge0$ for every $h$. Replacing $(A,b)$ by $(-A,-b)$ turns $J$ into $-J$, so a local maximum forces $\langle h,Ah\rangle\le0$. Symmetry of $A$ is not used in this step or the next.

4. At $x=0$, where $J(0)=0$, a lower bound $m$ would give $2m\le J(tu)+J(-tu)=2t^2\langle u,Au\rangle$ for all $t$. Write $c=-\langle u,Au\rangle>0$, $s=|m|/c$ and $t=s+1$. Then $t^2c=s^2c+2|m|+c>|m|$, so $t^2\langle u,Au\rangle<-|m|\le m$, a contradiction.

5. At a stationary point of a symmetric $A$ the linear term is zero, and $J(x+h)=J(x)+\langle h,Ah\rangle$. Non-negative curvature gives the global minimum.

6. For symmetric, invertible, indefinite $A$, step 2 gives the unique stationary point, $u$ excludes a local minimum and $v$ a local maximum by step 3, and $u$ excludes a lower bound by step 4.

7. For diagonal $A$ the determinant is $\prod_k(E_k-E_0)\ne0$, the curvature along basis vector $e_k$ is $E_k-E_0$, and $Ax+b=0$ reads $(E_k-E_0)x_k+b_k=0$.

8. Levels $+1$ and $-1$ around $E_0=0$ give $x_0=-b_0$ and $x_1=b_1$. Completing the squares shows the saddle directly:
$$J(x)=(x_0+b_0)^2-(x_1-b_1)^2-b_0^2+b_1^2 .$$

## What the formal version assumes

Vectors have type `n → ℝ` with `n` a finite index type, `x ⬝ᵥ y` is the sum $\sum_k x_ky_k$, which fixes an orthonormal basis, and `A *ᵥ x` is $Ax$. Complex amplitudes, overlap matrices, infinite bases and continuous spectra are not covered. The vector `b` is arbitrary: no Hamiltonian, perturbation or reference state is constructed, and the reading of `b` as matrix elements of $V$ is an interpretation.

`IsStationary A b x` says that the Fréchet derivative of `hylleraas A b` at `x` is the zero map. The equation $Ax+b=0$ is therefore derived and not built into the definition. `IsLocalMin` and `IsLocalMax` are the non-strict notions, $J(x)\le J(y)$ or $J(x)\ge J(y)$ for all $y$ near $x$. `¬ BddBelow (Set.range (hylleraas A b))` says that no real number lies below all values of $J$.

Symmetry is `A.IsSymm` and invertibility is `IsUnit A.det`. In `excited_state_saddle`, `E₀` is the reference energy and is unrelated to any particular `E k`; the hypothesis `hE` expresses both that the reference is absent from the basis and that it is non-degenerate with the remaining states, and `hbelow` and `habove` supply the two signs. In `modelMatrix`, index 0 is the level above and index 1 the level below.

The following cases, checked by hand and not formalised, show what the hypotheses do. If $E_k=E_0$ for some $k$, component $k$ of the stationarity equation is $b_k=0$, so there is no stationary point when $b_k\ne0$, and $x_k$ is undetermined when $b_k=0$. Without a level above, take $n=1$ and $A=-1$: $J=-x^2+2xb$ has a global maximum at $x=b$. Without symmetry, `isStationary_iff` fails: a $2\times2$ antisymmetric $A\neq0$ gives $J=2\langle x,b\rangle$, which for $b\ne0$ has no stationary point although $Ax+b=0$ is solvable.

## The Lean file

```lean
import Mathlib

open Matrix Filter Topology

namespace HylleraasExcitedState

noncomputable section

variable {n : Type*} [Fintype n]

/-- The Hylleraas functional `J(x) = ⟨x, A x⟩ + 2 ⟨x, b⟩` of a real trial vector `x`. -/
def hylleraas (A : Matrix n n ℝ) (b x : n → ℝ) : ℝ :=
  x ⬝ᵥ A *ᵥ x + 2 * (x ⬝ᵥ b)

/-- The trial vector `x` is stationary if the derivative of the Hylleraas functional
vanishes at `x`. -/
def IsStationary (A : Matrix n n ℝ) (b x : n → ℝ) : Prop :=
  HasFDerivAt (hylleraas A b) (0 : (n → ℝ) →L[ℝ] ℝ) x

/-- The diagonal matrix `H₀ - E₀` with entries `E k - E₀`. -/
def shiftedHamiltonian [DecidableEq n] (E : n → ℝ) (E₀ : ℝ) : Matrix n n ℝ :=
  diagonal (fun k => E k - E₀)

/-- The two-level matrix `diag(1, -1)`. -/
def modelMatrix : Matrix (Fin 2) (Fin 2) ℝ :=
  diagonal ![1, -1]

/-- Along the line `x + t h` the Hylleraas functional is a quadratic polynomial in `t`
with leading coefficient `⟨h, A h⟩`. -/
theorem hylleraas_line (A : Matrix n n ℝ) (b x h : n → ℝ) (t : ℝ) :
    hylleraas A b (x + t • h) = hylleraas A b x
      + t * (h ⬝ᵥ A *ᵥ x + x ⬝ᵥ A *ᵥ h + 2 * (h ⬝ᵥ b)) + t ^ 2 * (h ⬝ᵥ A *ᵥ h) := by
  simp only [hylleraas, Matrix.mulVec_add, Matrix.mulVec_smul, add_dotProduct, dotProduct_add,
    smul_dotProduct, dotProduct_smul, smul_eq_mul]
  ring

/-- For symmetric `A` the first variation of `J` at `x` in direction `h` is
`2 ⟨h, A x + b⟩`. -/
theorem first_variation {A : Matrix n n ℝ} (hA : A.IsSymm) (b x h : n → ℝ) :
    HasDerivAt (fun t : ℝ => hylleraas A b (x + t • h)) (2 * (h ⬝ᵥ (A *ᵥ x + b))) 0 := by
  have hT : Aᵀ = A := hA
  have hsym : x ⬝ᵥ A *ᵥ h = h ⬝ᵥ A *ᵥ x := by
    rw [Matrix.dotProduct_mulVec, ← Matrix.mulVec_transpose, hT, dotProduct_comm]
  have key : (fun t : ℝ => hylleraas A b (x + t • h)) = fun t : ℝ =>
      hylleraas A b x + t * (2 * (h ⬝ᵥ (A *ᵥ x + b))) + t * t * (h ⬝ᵥ A *ᵥ h) := by
    funext t
    rw [hylleraas_line A b x h, hsym, dotProduct_add]
    ring
  -- slope of a quadratic at the origin
  have quad : ∀ a c q : ℝ, HasDerivAt (fun t : ℝ => a + t * c + t * t * q) c 0 := by
    intro a c q
    have h1 := (((hasDerivAt_id' (0 : ℝ)).mul_const c).const_add a).fun_add
      (((hasDerivAt_id' (0 : ℝ)).fun_mul (hasDerivAt_id' (0 : ℝ))).mul_const q)
    exact h1.congr_deriv (by simp)
  rw [key]
  exact quad _ _ _

/-- For symmetric `A`, a vector is stationary exactly when it solves the linear equation
`A x + b = 0`. -/
theorem isStationary_iff {A : Matrix n n ℝ} (hA : A.IsSymm) (b x : n → ℝ) :
    IsStationary A b x ↔ A *ᵥ x + b = 0 := by
  have hd : DifferentiableAt ℝ (hylleraas A b) x := by
    have hsum : hylleraas A b = fun y : n → ℝ =>
        (∑ i, y i * ∑ j, A i j * y j) + 2 * ∑ i, y i * b i := by
      funext y
      rfl
    rw [hsum]
    fun_prop
  -- any derivative of J is given by the first variation
  have hval : ∀ L : (n → ℝ) →L[ℝ] ℝ, HasFDerivAt (hylleraas A b) L x →
      ∀ h : n → ℝ, L h = 2 * (h ⬝ᵥ (A *ᵥ x + b)) := by
    intro L hL h
    have h1 : HasDerivAt (fun t : ℝ => hylleraas A b (x + t • h)) (L h) 0 :=
      HasFDerivAt.hasLineDerivAt hL h
    exact h1.unique (first_variation hA b x h)
  constructor
  · intro hs
    -- vary along the residual itself
    have h0 : (0 : ℝ) = 2 * ((A *ᵥ x + b) ⬝ᵥ (A *ᵥ x + b)) := hval 0 hs (A *ᵥ x + b)
    apply dotProduct_self_eq_zero.mp
    linarith
  · intro hr
    have hL := hd.hasFDerivAt
    have hz : fderiv ℝ (hylleraas A b) x = 0 := by
      refine ContinuousLinearMap.ext fun h => ?_
      rw [hval _ hL h, hr]
      simp
    rw [hz] at hL
    exact hL

/-- For symmetric invertible `A`, a vector is stationary exactly when it equals `-A⁻¹ b`. -/
theorem isStationary_iff_eq_inv [DecidableEq n] {A : Matrix n n ℝ} (hA : A.IsSymm)
    (hdet : IsUnit A.det) (b x : n → ℝ) :
    IsStationary A b x ↔ x = -(A⁻¹ *ᵥ b) := by
  rw [isStationary_iff hA]
  constructor
  · intro h
    have h1 : A⁻¹ *ᵥ (A *ᵥ x + b) = 0 := by rw [h, Matrix.mulVec_zero]
    rw [Matrix.mulVec_add, Matrix.mulVec_mulVec, Matrix.nonsing_inv_mul A hdet,
      Matrix.one_mulVec] at h1
    exact eq_neg_of_add_eq_zero_left h1
  · intro h
    rw [h, Matrix.mulVec_neg, Matrix.mulVec_mulVec, Matrix.mul_nonsing_inv A hdet,
      Matrix.one_mulVec, neg_add_cancel]

/-- If the Hylleraas functional has a local minimum, then `⟨h, A h⟩ ≥ 0` for every
direction `h`. -/
theorem curvature_nonneg_of_isLocalMin {A : Matrix n n ℝ} {b x : n → ℝ}
    (hx : IsLocalMin (hylleraas A b) x) (h : n → ℝ) : 0 ≤ h ⬝ᵥ A *ᵥ h := by
  have hx' : ∀ᶠ y in 𝓝 x, hylleraas A b x ≤ hylleraas A b y := hx
  have hp : ∀ s : ℝ, ∀ᶠ t in 𝓝[≠] (0 : ℝ),
      hylleraas A b x ≤ hylleraas A b (x + (s * t) • h) := by
    intro s
    have hc : Continuous (fun t : ℝ => x + (s * t) • h) := by fun_prop
    have ht : Tendsto (fun t : ℝ => x + (s * t) • h) (𝓝 0) (𝓝 x) :=
      hc.tendsto' 0 x (by simp)
    have h1 := ht.eventually hx'
    exact h1.filter_mono nhdsWithin_le_nhds
  have hne : ∀ᶠ t in 𝓝[≠] (0 : ℝ), t ≠ 0 := self_mem_nhdsWithin
  obtain ⟨t, ⟨h1, h2⟩, ht⟩ := (((hp 1).and (hp (-1))).and hne).exists
  -- adding the steps +t and -t cancels the linear term
  rw [hylleraas_line A b x h] at h1 h2
  have ht2 : 0 < t ^ 2 := by positivity
  by_contra hneg
  nlinarith [mul_pos ht2 (neg_pos.mpr (not_le.mp hneg))]

/-- If the Hylleraas functional has a local maximum, then `⟨h, A h⟩ ≤ 0` for every
direction `h`. -/
theorem curvature_nonpos_of_isLocalMax {A : Matrix n n ℝ} {b x : n → ℝ}
    (hx : IsLocalMax (hylleraas A b) x) (h : n → ℝ) : h ⬝ᵥ A *ᵥ h ≤ 0 := by
  -- flipping the signs of A and b flips the sign of J
  have hneg : hylleraas (-A) (-b) = fun y => -hylleraas A b y := by
    funext y
    simp only [hylleraas, Matrix.neg_mulVec, dotProduct_neg]
    ring
  have hmin : IsLocalMin (hylleraas (-A) (-b)) x := by
    rw [hneg]
    exact hx.neg
  have h1 := curvature_nonneg_of_isLocalMin hmin h
  rw [Matrix.neg_mulVec, dotProduct_neg] at h1
  linarith

/-- If `⟨u, A u⟩ < 0` for some `u`, the Hylleraas functional is unbounded below. -/
theorem not_bddBelow_of_negative_direction {A : Matrix n n ℝ} {u : n → ℝ}
    (hu : u ⬝ᵥ A *ᵥ u < 0) (b : n → ℝ) : ¬ BddBelow (Set.range (hylleraas A b)) := by
  rintro ⟨m, hm⟩
  have h1 : ∀ y, m ≤ hylleraas A b y := fun y => hm ⟨y, rfl⟩
  have h0 : hylleraas A b 0 = 0 := by simp [hylleraas]
  -- a lower bound m would give m ≤ t² ⟨u, A u⟩ for all t
  have key : ∀ t : ℝ, m ≤ t ^ 2 * (u ⬝ᵥ A *ᵥ u) := by
    intro t
    have hp := h1 (0 + t • u)
    have hq := h1 (0 + (-t) • u)
    rw [hylleraas_line A b 0 u, h0] at hp hq
    nlinarith
  have hpos : 0 < -(u ⬝ᵥ A *ᵥ u) := neg_pos.mpr hu
  obtain ⟨s, hs⟩ : ∃ s : ℝ, s * (-(u ⬝ᵥ A *ᵥ u)) = |m| :=
    ⟨|m| / (-(u ⬝ᵥ A *ᵥ u)), div_mul_cancel₀ _ hpos.ne'⟩
  nlinarith [key (s + 1), neg_abs_le m, abs_nonneg m, mul_nonneg (sq_nonneg s) hpos.le]

/-- For symmetric positive semidefinite `A`, a stationary vector is a global minimum of the
Hylleraas functional. -/
theorem global_min_of_posSemidef {A : Matrix n n ℝ} (hA : A.IsSymm)
    (hpos : ∀ h : n → ℝ, 0 ≤ h ⬝ᵥ A *ᵥ h) {b x : n → ℝ} (hx : IsStationary A b x)
    (y : n → ℝ) : hylleraas A b x ≤ hylleraas A b y := by
  have hT : Aᵀ = A := hA
  have hr := (isStationary_iff hA b x).mp hx
  obtain ⟨h, rfl⟩ : ∃ h : n → ℝ, y = x + (1 : ℝ) • h := ⟨y - x, by simp⟩
  have hsym : x ⬝ᵥ A *ᵥ h = h ⬝ᵥ A *ᵥ x := by
    rw [Matrix.dotProduct_mulVec, ← Matrix.mulVec_transpose, hT, dotProduct_comm]
  -- the linear term vanishes
  have hlin : h ⬝ᵥ A *ᵥ x + h ⬝ᵥ b = 0 := by
    rw [← dotProduct_add, hr, dotProduct_zero]
  rw [hylleraas_line A b x h, hsym]
  nlinarith [hpos h]

/-- For symmetric invertible `A` with a direction of negative and a direction of positive
`⟨h, A h⟩`, the Hylleraas functional has exactly one stationary point, no local minimum,
no local maximum, and no lower bound. -/
theorem saddle_of_indefinite [DecidableEq n] {A : Matrix n n ℝ} (hA : A.IsSymm)
    (hdet : IsUnit A.det) {u v : n → ℝ} (hu : u ⬝ᵥ A *ᵥ u < 0) (hv : 0 < v ⬝ᵥ A *ᵥ v)
    (b : n → ℝ) :
    (∃! x, IsStationary A b x) ∧
      (∀ x, ¬ IsLocalMin (hylleraas A b) x ∧ ¬ IsLocalMax (hylleraas A b) x) ∧
      ¬ BddBelow (Set.range (hylleraas A b)) := by
  refine ⟨⟨-(A⁻¹ *ᵥ b), (isStationary_iff_eq_inv hA hdet b _).mpr rfl,
    fun y hy => (isStationary_iff_eq_inv hA hdet b y).mp hy⟩,
    fun x => ⟨fun hx => ?_, fun hx => ?_⟩, not_bddBelow_of_negative_direction hu b⟩
  · exact absurd (curvature_nonneg_of_isLocalMin hx u) (not_le.mpr hu)
  · exact absurd (curvature_nonpos_of_isLocalMax hx v) (not_le.mpr hv)

/-- Let `A = diag(E k - E₀)` with no level equal to `E₀`, one level below and one above.
Then `J` is stationary exactly at `x k = -b k / (E k - E₀)`, has no local minimum, no local
maximum, and no lower bound. -/
theorem excited_state_saddle [DecidableEq n] (E : n → ℝ) (E₀ : ℝ) (hE : ∀ k, E k ≠ E₀)
    {k₁ k₂ : n} (hbelow : E k₁ < E₀) (habove : E₀ < E k₂) (b : n → ℝ) :
    (∀ x, IsStationary (shiftedHamiltonian E E₀) b x ↔ x = fun k => -b k / (E k - E₀)) ∧
      (∀ x, ¬ IsLocalMin (hylleraas (shiftedHamiltonian E E₀) b) x ∧
        ¬ IsLocalMax (hylleraas (shiftedHamiltonian E E₀) b) x) ∧
      ¬ BddBelow (Set.range (hylleraas (shiftedHamiltonian E E₀) b)) := by
  unfold shiftedHamiltonian
  have hne : ∀ k, E k - E₀ ≠ 0 := fun k => sub_ne_zero.mpr (hE k)
  have hA : (diagonal (fun k => E k - E₀)).IsSymm := Matrix.isSymm_diagonal _
  have hdet : IsUnit (diagonal (fun k => E k - E₀)).det := by
    rw [Matrix.det_diagonal, isUnit_iff_ne_zero]
    exact Finset.prod_ne_zero_iff.mpr fun k _ => hne k
  -- the curvature along basis state k is its energy denominator
  have hcurv : ∀ k, (Pi.single k 1 : n → ℝ) ⬝ᵥ diagonal (fun k => E k - E₀) *ᵥ
      (Pi.single k 1 : n → ℝ) = E k - E₀ := by
    intro k
    rw [single_dotProduct, Matrix.mulVec_diagonal]
    simp
  have hu := (hcurv k₁).trans_lt (sub_neg.mpr hbelow)
  have hv := (sub_pos.mpr habove).trans_eq (hcurv k₂).symm
  refine ⟨fun x => ?_, (saddle_of_indefinite hA hdet hu hv b).2⟩
  rw [isStationary_iff hA]
  constructor
  · intro h
    funext k
    have hk := congrFun h k
    simp only [Pi.add_apply, Matrix.mulVec_diagonal, Pi.zero_apply] at hk
    show x k = -b k / (E k - E₀)
    rw [eq_div_iff (hne k)]
    linear_combination hk
  · intro h
    funext k
    have hk : x k = -b k / (E k - E₀) := congrFun h k
    have hc := div_mul_cancel₀ (-b k) (hne k)
    simp only [Pi.add_apply, Matrix.mulVec_diagonal, Pi.zero_apply]
    rw [hk]
    linear_combination hc

/-- For `A = diag(1, -1)` and any `b`, the Hylleraas functional is stationary exactly at
`(-b 0, b 1)`, this point is neither a local minimum nor a local maximum, and the functional
is unbounded below. -/
theorem two_level_counterexample (b : Fin 2 → ℝ) :
    (∀ x, IsStationary modelMatrix b x ↔ x = ![-b 0, b 1]) ∧
      ¬ IsLocalMin (hylleraas modelMatrix b) ![-b 0, b 1] ∧
      ¬ IsLocalMax (hylleraas modelMatrix b) ![-b 0, b 1] ∧
      ¬ BddBelow (Set.range (hylleraas modelMatrix b)) := by
  -- levels 1 and -1 around the reference energy 0
  have hM : modelMatrix = shiftedHamiltonian ![1, -1] 0 := by
    simp only [modelMatrix, shiftedHamiltonian, sub_zero]
  have hE : ∀ k : Fin 2, (![1, -1] : Fin 2 → ℝ) k ≠ 0 := by
    intro k
    fin_cases k <;> simp
  have hbelow : (![1, -1] : Fin 2 → ℝ) 1 < 0 := by simp
  have habove : 0 < (![1, -1] : Fin 2 → ℝ) 0 := by simp
  have hx : (fun k : Fin 2 => -b k / ((![1, -1] : Fin 2 → ℝ) k - 0)) = ![-b 0, b 1] := by
    funext k
    fin_cases k <;> simp
  obtain ⟨h1, h2, h3⟩ := excited_state_saddle ![1, -1] 0 hE hbelow habove b
  rw [hx] at h1
  rw [hM]
  exact ⟨h1, (h2 _).1, (h2 _).2, h3⟩

end

end HylleraasExcitedState
```

```lean
#print axioms HylleraasExcitedState.global_min_of_posSemidef
-- 'HylleraasExcitedState.global_min_of_posSemidef' depends on axioms: [propext, Classical.choice, Quot.sound]
#print axioms HylleraasExcitedState.excited_state_saddle
-- 'HylleraasExcitedState.excited_state_saddle' depends on axioms: [propext, Classical.choice, Quot.sound]
#print axioms HylleraasExcitedState.two_level_counterexample
-- 'HylleraasExcitedState.two_level_counterexample' depends on axioms: [propext, Classical.choice, Quot.sound]
```

## Notes on the proof

`hylleraas_line` is step 1: the products are distributed and `ring` collects powers of `t`.

Step 2 takes three theorems. In `first_variation`, `hsym` moves $A$ across the scalar product, `key` rewrites $J(x+th)$ as $a+tc+t^2q$, and `quad` gives the slope $c$ at the origin. In `isStationary_iff`, `hd` shows differentiability by writing $J$ as a polynomial in the components, and `hval` shows that any Fréchet derivative `L` satisfies $L h=2\langle h,Ax+b\rangle$, by uniqueness of the derivative along the line. The forward direction evaluates this at the residual and concludes with `dotProduct_self_eq_zero`; the backward direction shows that `fderiv` vanishes on every `h`. `isStationary_iff_eq_inv` multiplies by `A⁻¹` in one direction and substitutes in the other.

`curvature_nonneg_of_isLocalMin` is step 3. The words "for small $t\ne0$" become the filter `𝓝[≠] (0 : ℝ)`. By continuity of $t\mapsto x+st\,h$, `hp` transfers the inequality $J(x)\le J(y)$ to the line, and it is used with $s=1$ and $s=-1$. One $t\neq0$ satisfying both inequalities is extracted, and `nlinarith` adds them against $t^2\cdot(-\langle h,Ah\rangle)>0$. `curvature_nonpos_of_isLocalMax` applies this to `-A` and `-b` through `hneg`.

In `not_bddBelow_of_negative_direction`, `key` is the inequality $m\le t^2\langle u,Au\rangle$ of step 4, and `key (s + 1)` is the choice of $t$ made there. In `global_min_of_posSemidef`, $y$ is written as $x+1\cdot h$ and `hlin` removes the linear term, as in step 5.

`saddle_of_indefinite` assembles step 6 with the witness `-(A⁻¹ *ᵥ b)`. `excited_state_saddle` supplies `hdet` from the product of the diagonal entries and `hcurv` from the basis vectors `Pi.single k 1`. It takes the extremum and boundedness parts from the general theorem and solves the stationarity equation component by component from `isStationary_iff`. `two_level_counterexample` does not complete squares: `hM` identifies `modelMatrix` with `shiftedHamiltonian ![1, -1] 0`, `hx` evaluates the two quotients, and the statement for all points is specialised to `![-b 0, b 1]`.
